# The Hellmann–Feynman theorem for Hermitian matrices and the first-order energy along a differentiable eigenvector

To estimate how a level shifts under a weak perturbation, one diagonalises the unperturbed Hamiltonian H₀ once, takes the normalised eigenvector ψ₀ of the level, and evaluates the matrix element ⟨ψ₀, Vψ₀⟩ of the perturbation V. The change of the eigenvector is never computed. The step is justified for a finite Hermitian matrix H₀ whenever the level can be followed by a normalised eigenvector that is differentiable in the coupling and equals ψ₀ at zero coupling, and this hypothesis is assumed throughout. In electronic-structure work the same identity gives energy derivatives such as forces from the state and the derivative of the Hamiltonian, without the derivative of the state, here for an exact eigenvector in a finite, orthonormal basis that does not move with the parameter.

## The slope of an eigenvalue

States are vectors with complex components xᵢ, and ⟨x, y⟩ = Σᵢ conj(xᵢ) yᵢ. Let H(s) be a square complex matrix depending on a real parameter s, and fix a real value t. Assume that H(t) is Hermitian, that the entries of H have derivatives at t collected in a matrix H′, that a curve of states ψ(s) has a derivative ψ′ at t, and that for all s near t, with real E(s),

    H(s) ψ(s) = E(s) ψ(s),    ⟨ψ(s), ψ(s)⟩ = 1.

The claim is that E is differentiable at t and

    E′(t) = ⟨ψ(t), H′ψ(t)⟩.

Below, ψ, H and E without argument are taken at t. Differentiating the normalisation gives

    ⟨ψ′, ψ⟩ + ⟨ψ, ψ′⟩ = 0.

Taking the bracket of the eigenvalue equation with ψ(s) gives E(s) = ⟨ψ(s), H(s)ψ(s)⟩ near t. The right side is a finite sum of products of differentiable functions, so E is differentiable, and

    E′(t) = ⟨ψ′, Hψ⟩ + ⟨ψ, H′ψ⟩ + ⟨ψ, Hψ′⟩.

The first term equals E⟨ψ′, ψ⟩. In the third, H moves across the bracket because it is Hermitian, and E comes out unconjugated because it is real:

    ⟨ψ, Hψ′⟩ = ⟨Hψ, ψ′⟩ = E⟨ψ, ψ′⟩.

The two terms add up to E(⟨ψ′, ψ⟩ + ⟨ψ, ψ′⟩) = 0, which leaves the claim. For H(s) = H₀ + sV one has H′ = V, so E′(t) = ⟨ψ(t), Vψ(t)⟩, and at t = 0 the definition of the derivative reads

    E(s) = E(0) + s⟨ψ(0), Vψ(0)⟩ + o(s),

where o(s) is a remainder that vanishes faster than s.

The change of the state follows in the same way. Let φ be a fixed vector with H(t)φ = Fφ, where F is real and F ≠ E(t). Near t,

    ⟨φ, H(s)ψ(s)⟩ = E(s)⟨φ, ψ(s)⟩.

At s = t the left side is F⟨φ, ψ⟩, so (E − F)⟨φ, ψ⟩ = 0 and ⟨φ, ψ⟩ = 0. Differentiating,

    ⟨φ, H′ψ⟩ + F⟨φ, ψ′⟩ = E′⟨φ, ψ⟩ + E⟨φ, ψ′⟩ = E⟨φ, ψ′⟩,

and therefore

    ⟨φ, ψ′⟩ = ⟨φ, H′ψ⟩ / (E − F).

## A two-level system at t = 3/4, and a degenerate level

Take H₀ = σz = diag(1, −1) and V = σx, the matrix with rows (0, 1) and (1, 0). The upper level is E(t) = √(1 + t²), with E′(t) = t/√(1 + t²) and eigenvector ψ(t) = (cos(θ/2), sin(θ/2)), θ = arctan t. At t = 3/4 this gives E = 5/4 and E′ = 3/5. The matrix has rows (1, 3/4) and (3/4, −1) and sends (3, 1) to (15/4, 5/4), so ψ = (3, 1)/√10 and

    ⟨ψ, σxψ⟩ = 2·3·1/10 = 3/5.

The lower level has φ = (−1, 3)/√10 and F = −5/4, with ⟨φ, σxψ⟩ = 4/5, so the off-diagonal formula gives (4/5)/(5/2) = 8/25. Directly, ψ′ = (θ′/2)φ with θ′ = 1/(1 + t²) = 16/25, which agrees.

If ψ is not differentiable at the point considered, the formula can fail at a degeneracy. Let H₀ = 0, V = σz, E(s) = s, ψ(s) = (1, 0) for s ≠ 0 and ψ(0) = (1, 1)/√2. Every ψ(s) is a unit eigenvector of sσz with eigenvalue s, and E′(0) = 1, but ⟨ψ(0), σzψ(0)⟩ = 0. An arbitrary eigenvector of a degenerate H₀ therefore need not give a slope. The values at t = 3/4 and this counter-example are ordinary arithmetic and are not among the Lean theorems below.

## States, brackets and eigenpairs in Lean

The finite type `n` labels an orthonormal basis, a state is a function `n → ℂ`, and an operator is a `Matrix n n ℂ`. Unbounded operators, continuous spectra and bases with an overlap matrix are not covered.

```lean
import Mathlib

open Matrix Filter Topology Asymptotics

namespace HellmannFeynman

noncomputable section

variable {n : Type*} [Fintype n]
```

The bracket conjugates its first argument, as in Dirac notation.

```lean
/-- The bracket `⟨x, y⟩ = ∑ᵢ conj(xᵢ) yᵢ` of two state vectors. -/
def braket (x y : n → ℂ) : ℂ := star x ⬝ᵥ y
```

The expectation value is a complex number and is not divided by ⟨ψ, ψ⟩, so it has its usual meaning for unit vectors.

```lean
/-- The diagonal matrix element `⟨ψ, A ψ⟩`. -/
def expect (A : Matrix n n ℂ) (ψ : n → ℂ) : ℂ := braket ψ (A *ᵥ ψ)
```

An eigenpair has a real eigenvalue by its type, and the normalisation is imposed through the bracket, which is the statement that the Euclidean norm is 1.

```lean
/-- `ψ` is a normalised eigenvector of `H` with real eigenvalue `E`. -/
def IsUnitEigenpair (H : Matrix n n ℂ) (ψ : n → ℂ) (E : ℝ) : Prop :=
  H *ᵥ ψ = (E : ℂ) • ψ ∧ braket ψ ψ = 1
```

The coupling is real and is cast to ℂ in order to scale the matrix.

```lean
/-- The perturbed Hamiltonian `H₀ + t V` with real coupling `t`. -/
def perturbed (H₀ V : Matrix n n ℂ) (t : ℝ) : Matrix n n ℂ := H₀ + (t : ℂ) • V
```

## Moving H across the bracket and differentiating products

The first lemma unfolds the bracket, writes the conjugate of Ax as a row vector times the conjugate transpose of A, and replaces that by A through `hA.eq`.

```lean
/-- A Hermitian matrix moves across the bracket: `⟨x, A y⟩ = ⟨A x, y⟩`. -/
theorem braket_hermitian {A : Matrix n n ℂ} (hA : A.IsHermitian) (x y : n → ℂ) :
    braket x (A *ᵥ y) = braket (A *ᵥ x) y := by
  rw [braket, braket, Matrix.star_mulVec, hA.eq, Matrix.dotProduct_mulVec]
```

Both product rules are proved component by component. `hasDerivAt_pi` passes between a vector and its components, `fun_mul` is the scalar product rule, and `HasDerivAt.fun_sum` adds the terms. Conjugation commutes with the derivative because the parameter is real, which is the role of `.star`.

```lean
/-- Product rule for the bracket: `⟨x, y⟩' = ⟨x', y⟩ + ⟨x, y'⟩`. -/
theorem hasDerivAt_braket {x y : ℝ → n → ℂ} {x' y' : n → ℂ} {t : ℝ}
    (hx : HasDerivAt x x' t) (hy : HasDerivAt y y' t) :
    HasDerivAt (fun s => braket (x s) (y s)) (braket x' (y t) + braket (x t) y') t := by
  have h := HasDerivAt.fun_sum (u := Finset.univ) fun i _ =>
    (hasDerivAt_pi.1 hx i).star.fun_mul (hasDerivAt_pi.1 hy i)
  exact h.congr_deriv (by simp [braket, dotProduct, Finset.sum_add_distrib])
```

For H(s)ψ(s) the hypothesis `hH` asks for a derivative of each entry separately.

```lean
/-- Product rule for a matrix acting on a state: `(H ψ)' = H' ψ + H ψ'`. -/
theorem hasDerivAt_mulVec {H : ℝ → Matrix n n ℂ} {H' : Matrix n n ℂ} {ψ : ℝ → n → ℂ}
    {ψ' : n → ℂ} {t : ℝ} (hH : ∀ i j, HasDerivAt (fun s => H s i j) (H' i j) t)
    (hψ : HasDerivAt ψ ψ' t) :
    HasDerivAt (fun s => H s *ᵥ ψ s) (H' *ᵥ ψ t + H t *ᵥ ψ') t := by
  refine hasDerivAt_pi.2 fun i => ?_
  have h := HasDerivAt.fun_sum (u := Finset.univ) fun j _ =>
    (hH i j).fun_mul (hasDerivAt_pi.1 hψ j)
  exact h.congr_deriv (by simp [Matrix.mulVec, dotProduct, Finset.sum_add_distrib])
```

The notation `∀ᶠ s in 𝓝 t` means "for all s in some neighbourhood of t". The function ⟨ψ(s), ψ(s)⟩ has one derivative by the product rule and the derivative 0 because it agrees with the constant 1 near t, and `.unique` equates them. The constraint makes ⟨ψ, ψ′⟩ purely imaginary and leaves the phase of ψ free.

```lean
/-- If `ψ(s)` is normalised near `t`, then `⟨ψ', ψ⟩ + ⟨ψ, ψ'⟩ = 0` at `t`. -/
theorem norm_constraint {ψ : ℝ → n → ℂ} {ψ' : n → ℂ} {t : ℝ} (hψ : HasDerivAt ψ ψ' t)
    (hN : ∀ᶠ s in 𝓝 t, braket (ψ s) (ψ s) = 1) :
    braket ψ' (ψ t) + braket (ψ t) ψ' = 0 :=
  (hasDerivAt_braket hψ hψ).unique ((hasDerivAt_const t (1 : ℂ)).congr_of_eventuallyEq hN)
```

## The derivative for a general family

The hypotheses `hherm`, `hH`, `hψ` and `heig` are those of the claim above. Hermiticity is required at t only, so for s ≠ t the reality of E(s) is a separate condition, carried by the type `E : ℝ → ℝ`. The conclusion has two parts: E is differentiable at t, and the real number `deriv E t`, cast to ℂ, equals `expect H' (ψ t)`, which makes that expectation value real. The first part matters because Lean sets `deriv` to 0 where no derivative exists.

In the proof, `hE` identifies E(s) with ⟨ψ(s), H(s)ψ(s)⟩ near t, `h1` and `h2` pull E out of the two terms containing ψ′, and `h3` splits off ⟨ψ, H′ψ⟩. The cancellation is `linear_combination (E t : ℂ) * hN`, the normalisation constraint multiplied by E. This gives the derivative of the complex-valued cast of E, and composition with the real part `Complex.reCLM` returns the differentiability of E itself.

```lean
/-- Hellmann-Feynman theorem for a general family `H(s)`, Hermitian at `t` with derivative
`H'`: if `(ψ(s), E(s))` is a unit eigenpair near `t` and `ψ` is differentiable at `t`, then `E`
is differentiable at `t` and `E'(t) = ⟨ψ(t), H' ψ(t)⟩`. -/
theorem hellmann_feynman_general {H : ℝ → Matrix n n ℂ} {H' : Matrix n n ℂ}
    {ψ : ℝ → n → ℂ} {E : ℝ → ℝ} {t : ℝ} (hherm : (H t).IsHermitian)
    (hH : ∀ i j, HasDerivAt (fun s => H s i j) (H' i j) t) (hψ : DifferentiableAt ℝ ψ t)
    (heig : ∀ᶠ s in 𝓝 t, IsUnitEigenpair (H s) (ψ s) (E s)) :
    DifferentiableAt ℝ E t ∧ ((deriv E t : ℝ) : ℂ) = expect H' (ψ t) := by
  have hd := hψ.hasDerivAt
  have hN := norm_constraint hd (heig.mono fun s hs => hs.2)
  have ht := heig.self_of_nhds.1
  -- near `t` the eigenvalue is the expectation value of `H`
  have hE : (fun s => (E s : ℂ)) =ᶠ[𝓝 t] fun s => braket (ψ s) (H s *ᵥ ψ s) := by
    refine heig.mono fun s hs => ?_
    have h2 : star (ψ s) ⬝ᵥ ψ s = 1 := hs.2
    simp [braket, hs.1, dotProduct_smul, h2]
  -- the two terms with `ψ'` carry a common factor `E(t)` and cancel by normalisation
  have h1 : braket (deriv ψ t) (H t *ᵥ ψ t) = E t * braket (deriv ψ t) (ψ t) := by
    simp [braket, ht, dotProduct_smul]
  have h2 : braket (ψ t) (H t *ᵥ deriv ψ t) = E t * braket (ψ t) (deriv ψ t) := by
    rw [braket_hermitian hherm, ht]
    simp [braket, star_smul, smul_dotProduct]
  have h3 : braket (ψ t) (H' *ᵥ ψ t + H t *ᵥ deriv ψ t)
      = expect H' (ψ t) + braket (ψ t) (H t *ᵥ deriv ψ t) := by
    simp [expect, braket, dotProduct_add]
  have hC : HasDerivAt (fun s => (E s : ℂ)) (expect H' (ψ t)) t := by
    refine ((hasDerivAt_braket hd (hasDerivAt_mulVec hH hd)).congr_of_eventuallyEq
      hE).congr_deriv ?_
    rw [h3, h1, h2]
    linear_combination (E t : ℂ) * hN
  have hR : DifferentiableAt ℝ E t :=
    (Complex.reCLM.hasFDerivAt.comp_hasDerivAt t hC).differentiableAt
  exact ⟨hR, hR.hasDerivAt.ofReal_comp.unique hC⟩
```

## Linear coupling and the first-order energy

Each entry of H₀ + sV is an affine function of s whose slope is the entry of V.

```lean
omit [Fintype n] in
/-- The entries of `H₀ + t V` have the entries of `V` as derivatives in `t`. -/
theorem hasDerivAt_perturbed (H₀ V : Matrix n n ℂ) (t : ℝ) (i j : n) :
    HasDerivAt (fun s => perturbed H₀ V s i j) (V i j) t := by
  have h : (fun s => perturbed H₀ V s i j) = fun s : ℝ => H₀ i j + (s : ℂ) * V i j := by
    funext s
    simp [perturbed]
  rw [h]
  exact (((hasDerivAt_id' t).ofReal_comp.mul_const (V i j)).const_add (H₀ i j)).congr_deriv
    (by simp)
```

For Hermitian H₀ and V, a curve ψ differentiable on all of ℝ, and unit eigenpairs of H₀ + tV for every real t, the formula holds at every t. The proof checks that H₀ + tV is Hermitian for real t and applies the general theorem. The existence of the curve is a hypothesis; non-degeneracy is not assumed.

```lean
/-- Hellmann-Feynman theorem for `H₀ + t V` with Hermitian `H₀`, `V`: along a differentiable
unit eigenvector `ψ(t)` the eigenvalue is differentiable with `E'(t) = ⟨ψ(t), V ψ(t)⟩`. -/
theorem hellmann_feynman {H₀ V : Matrix n n ℂ} (h₀ : H₀.IsHermitian) (hV : V.IsHermitian)
    {ψ : ℝ → n → ℂ} {E : ℝ → ℝ} (hψ : Differentiable ℝ ψ)
    (heig : ∀ t, IsUnitEigenpair (perturbed H₀ V t) (ψ t) (E t)) (t : ℝ) :
    DifferentiableAt ℝ E t ∧ ((deriv E t : ℝ) : ℂ) = expect V (ψ t) := by
  refine hellmann_feynman_general ?_ (hasDerivAt_perturbed H₀ V t) (hψ t)
    (Eventually.of_forall heig)
  unfold Matrix.IsHermitian
  simp [perturbed, conjTranspose_add, conjTranspose_smul, h₀.eq, hV.eq]
```

The first-order statement is local and needs only H₀ Hermitian, since H(0) = H₀; the eigenvalues E(s) are still taken real. It says that (ψ(0), E(0)) is a unit eigenpair of H₀ and that the remainder is `=o[𝓝 0]` of s, by rewriting the derivative with `hasDerivAt_iff_isLittleO`. This identifies the linear coefficient of Rayleigh–Schrödinger theory. It gives no size for the remainder at finite s, no higher order and no convergence of a series.

```lean
/-- First-order energy: for Hermitian `H₀` and a unit eigenpair of `H₀ + s V` near `s = 0` with
`ψ` differentiable at `0`, `(ψ(0), E(0))` is a unit eigenpair of `H₀` and
`E(s) = E(0) + s ⟨ψ(0), V ψ(0)⟩ + o(s)`. -/
theorem first_order_energy {H₀ V : Matrix n n ℂ} (h₀ : H₀.IsHermitian)
    {ψ : ℝ → n → ℂ} {E : ℝ → ℝ} (hψ : DifferentiableAt ℝ ψ 0)
    (heig : ∀ᶠ s in 𝓝 0, IsUnitEigenpair (perturbed H₀ V s) (ψ s) (E s)) :
    IsUnitEigenpair H₀ (ψ 0) (E 0) ∧
      (fun s : ℝ => (E s : ℂ) - E 0 - s * expect V (ψ 0)) =o[𝓝 0] fun s : ℝ => s := by
  have hz : perturbed H₀ V 0 = H₀ := by simp [perturbed]
  obtain ⟨hd, he⟩ := hellmann_feynman_general (H := perturbed H₀ V) (by rw [hz]; exact h₀)
    (hasDerivAt_perturbed H₀ V 0) hψ heig
  have hC := hd.hasDerivAt.ofReal_comp
  rw [he, hasDerivAt_iff_isLittleO] at hC
  refine ⟨by rw [← hz]; exact heig.self_of_nhds, ?_⟩
  simpa only [sub_zero, Complex.real_smul] using hC
```

## Components of ψ′ along other levels

The vector φ need not be normalised, and the eigenvalue equation for φ is required at t only. With H′ = V at t = 0 the formula gives, for a unit vector φ, the first-order mixing coefficient, a matrix element over an energy difference. Components of ψ′ within the eigenspace of E(t) are not given by this relation; normalisation fixes the real part of ⟨ψ, ψ′⟩ to be 0. In the proof, `hl` states ⟨φ, H(t)y⟩ = F⟨φ, y⟩ for every vector y, `horth` is the orthogonality, and `h` equates the derivatives of the two sides of the projected equation, using the differentiability of E from the general theorem. `eq_div_iff hne` then clears the denominator.

```lean
/-- Off-diagonal Hellmann-Feynman relation: if moreover `H(t) φ = F φ` with real `F ≠ E(t)`,
then `⟨φ, ψ'⟩ = ⟨φ, H' ψ(t)⟩ / (E(t) - F)`. -/
theorem hellmann_feynman_offDiagonal {H : ℝ → Matrix n n ℂ} {H' : Matrix n n ℂ}
    {ψ : ℝ → n → ℂ} {ψ' φ : n → ℂ} {E : ℝ → ℝ} {F t : ℝ} (hherm : (H t).IsHermitian)
    (hH : ∀ i j, HasDerivAt (fun s => H s i j) (H' i j) t) (hψ : HasDerivAt ψ ψ' t)
    (heig : ∀ᶠ s in 𝓝 t, IsUnitEigenpair (H s) (ψ s) (E s))
    (hφ : H t *ᵥ φ = (F : ℂ) • φ) (hF : E t ≠ F) :
    braket φ ψ' = braket φ (H' *ᵥ ψ t) / ((E t : ℂ) - F) := by
  have hne : (E t : ℂ) - F ≠ 0 := sub_ne_zero.2 (by exact_mod_cast hF)
  have hl : ∀ y, braket φ (H t *ᵥ y) = F * braket φ y := by
    intro y
    rw [braket_hermitian hherm, hφ]
    simp [braket, star_smul, smul_dotProduct]
  have hE : (fun s => braket φ (H s *ᵥ ψ s)) =ᶠ[𝓝 t] fun s => (E s : ℂ) * braket φ (ψ s) :=
    heig.mono fun s hs => by simp [braket, hs.1, dotProduct_smul]
  -- different eigenvalues force orthogonality
  have horth : braket φ (ψ t) = 0 := by
    have h : braket φ (H t *ᵥ ψ t) = E t * braket φ (ψ t) := hE.self_of_nhds
    refine (mul_eq_zero.1 (?_ : ((E t : ℂ) - F) * braket φ (ψ t) = 0)).resolve_left hne
    linear_combination hl (ψ t) - h
  -- differentiate the eigenvalue equation projected on `φ`
  have hd := (hellmann_feynman_general hherm hH hψ.differentiableAt heig).1
  have hc := hasDerivAt_const t φ
  have h := (hasDerivAt_braket hc (hasDerivAt_mulVec hH hψ)).unique
    ((hd.hasDerivAt.ofReal_comp.fun_mul (hasDerivAt_braket hc hψ)).congr_of_eventuallyEq hE)
  have h0 : ∀ y : n → ℂ, braket 0 y = 0 := fun y => by simp [braket]
  have ha : braket φ (H' *ᵥ ψ t + H t *ᵥ ψ') = braket φ (H' *ᵥ ψ t) + F * braket φ ψ' := by
    rw [← hl]
    simp [braket, dotProduct_add]
  simp only [h0, ha, horth] at h
  rw [eq_div_iff hne]
  linear_combination -h
```

## The upper level of σz + tσx

The two-level curve uses the half angle θ/2, with components indexed 0 and 1 by `Fin 2`.

```lean
/-- The two-level state `(cos(θ/2), sin(θ/2))` with mixing angle `θ = arctan t`. -/
def twoLevelState (t : ℝ) : Fin 2 → ℂ :=
  ![((Real.cos (Real.arctan t / 2) : ℝ) : ℂ), ((Real.sin (Real.arctan t / 2) : ℝ) : ℂ)]
```

The last theorem establishes every hypothesis of `hellmann_feynman` for this system with E(t) = √(1 + t²), and evaluates ⟨ψ, σxψ⟩ = t/√(1 + t²); the derivative of the square root is not part of its statement. Write c = cos(θ/2), s = sin(θ/2) and r = √(1 + t²), as the proof does, so that s is no longer the parameter. The subtraction formulas for θ − θ/2, with cos θ = 1/r and sin θ = t/r, give

    rc = c + ts,    rs = tc − s,

which are the two rows of the eigenvalue equation (`k1`, `k2`). Normalisation is c² + s² = 1, and the expectation value is 2sc = sin θ.

```lean
/-- For the Hermitian matrices `H₀ = σz`, `V = σx`, the differentiable curve `twoLevelState` is a
unit eigenvector of `H₀ + t V` with eigenvalue `√(1+t²)`, and `⟨ψ, V ψ⟩ = t / √(1+t²)`. -/
theorem hellmann_feynman_witness :
    (!![1, 0; 0, -1] : Matrix (Fin 2) (Fin 2) ℂ).IsHermitian ∧
    (!![0, 1; 1, 0] : Matrix (Fin 2) (Fin 2) ℂ).IsHermitian ∧
    Differentiable ℝ twoLevelState ∧
    ∀ t : ℝ, IsUnitEigenpair (perturbed !![1, 0; 0, -1] !![0, 1; 1, 0] t) (twoLevelState t)
        (√(1 + t ^ 2)) ∧
      expect !![0, 1; 1, 0] (twoLevelState t) = ((t / √(1 + t ^ 2) : ℝ) : ℂ) := by
  have ha : Differentiable ℝ fun t => Real.arctan t / 2 := Real.differentiable_arctan.div_const 2
  refine ⟨?_, ?_, differentiable_pi.2 fun i => ?_, fun t => ?_⟩
  · ext i j
    fin_cases i <;> fin_cases j <;> simp
  · ext i j
    fin_cases i <;> fin_cases j <;> simp
  · fin_cases i
    · exact fun t => (ha.cos t).hasDerivAt.ofReal_comp.differentiableAt
    · exact fun t => (ha.sin t).hasDerivAt.ofReal_comp.differentiableAt
  · have hr : √(1 + t ^ 2) ≠ 0 := by positivity
    have hs : Real.arctan t - Real.arctan t / 2 = Real.arctan t / 2 := by ring
    have h1 := Real.cos_sub (Real.arctan t) (Real.arctan t / 2)
    have h2 := Real.sin_sub (Real.arctan t) (Real.arctan t / 2)
    have h3 := Real.cos_sq_add_sin_sq (Real.arctan t / 2)
    have h4 := Real.sin_two_mul (Real.arctan t / 2)
    rw [hs, Real.cos_arctan, Real.sin_arctan] at h1 h2
    rw [show 2 * (Real.arctan t / 2) = Real.arctan t by ring, Real.sin_arctan] at h4
    rw [h4]
    simp only [IsUnitEigenpair, twoLevelState]
    generalize Real.cos (Real.arctan t / 2) = c at h1 h2 h3 ⊢
    generalize Real.sin (Real.arctan t / 2) = s at h1 h2 h3 ⊢
    generalize √(1 + t ^ 2) = r at hr h1 h2 ⊢
    have k1 : r * c = c + t * s := (congrArg (r * ·) h1).trans (by field_simp)
    have k2 : r * s = t * c - s := (congrArg (r * ·) h2).trans (by field_simp)
    have e1 : (r : ℂ) * c = c + t * s := by exact_mod_cast k1
    have e2 : (r : ℂ) * s = t * c - s := by exact_mod_cast k2
    have e3 : (c : ℂ) ^ 2 + (s : ℂ) ^ 2 = 1 := by exact_mod_cast h3
    refine ⟨⟨?_, ?_⟩, ?_⟩
    · ext i
      fin_cases i <;> simp [perturbed, Matrix.mulVec, dotProduct, Fin.sum_univ_two]
      · linear_combination -e1
      · linear_combination -e2
    · simp [braket, dotProduct, Fin.sum_univ_two]
      linear_combination e3
    · simp [expect, braket, Matrix.mulVec, dotProduct, Fin.sum_univ_two]
      ring

end

end HellmannFeynman
```

```lean
#print axioms HellmannFeynman.hellmann_feynman
#print axioms HellmannFeynman.first_order_energy
#print axioms HellmannFeynman.hellmann_feynman_offDiagonal
```

```
'HellmannFeynman.hellmann_feynman' depends on axioms: [propext, Classical.choice, Quot.sound]
'HellmannFeynman.first_order_energy' depends on axioms: [propext, Classical.choice, Quot.sound]
'HellmannFeynman.hellmann_feynman_offDiagonal' depends on axioms: [propext, Classical.choice, Quot.sound]
```
